# Square-root growth of noise in the undamped extended Lagrangian update

The undamped recurrence \(e(n+1) = 2\cos\theta\, e(n) - e(n-1)\), for an error \(e(n)\) at time step \(n\) and an angle \(\theta \in (0,\pi)\), has characteristic roots \(e^{\pm i\theta}\) on the unit circle. A stability check based on these roots passes, and a single perturbation stays bounded. It also never decays, so when a new perturbation arrives at every step the check gives no bound on the error that is uniform in \(n\). For uncorrelated zero-mean perturbations of equal, nonzero variance, the variance of \(e(n)\) can be computed exactly, and it grows linearly in \(n\) to leading order.

## The recurrence in a code

In the undamped form of extended Lagrangian Born-Oppenheimer dynamics (dissipative variants add further terms, which are not treated here) an auxiliary electronic variable \(x\) is advanced by the Verlet step
\[ x(n+1) = 2x(n) - x(n-1) + \kappa\,\bigl(q(n) - x(n)\bigr), \]
where \(\kappa\) is a dimensionless coupling and \(q(n)\) is the output of an electronic-structure calculation started from \(x(n)\). Take one mode with a fixed ground-state value \(x_*\), and linearise: \(q(n) = x_* + \gamma\,(x(n) - x_*) + \xi(n)\), with response coefficient \(\gamma\) and numerical error \(\xi(n)\). Then \(e = x - x_*\) obeys
\[ e(n+1) = 2\cos\theta\, e(n) - e(n-1) + \eta(n), \]
with \(2\cos\theta = 2 - \kappa(1-\gamma)\) and \(\eta = \kappa\xi\), and such a \(\theta \in (0,\pi)\) exists when \(0 < \kappa(1-\gamma) < 4\). The result thus gives the rate at which numerical noise accumulates in this model: one linear mode with a fixed ground-state value, no dissipation and white noise. The Lean development starts from the recurrence itself.

```lean
import Mathlib

open MeasureTheory ProbabilityTheory Filter Topology Real
open scoped NNReal

namespace XLBOMDNoise

noncomputable section
```

`err θ η n` is \(e(n)\) for a real sequence \(\eta\), with \(e(0) = e(1) = 0\). The recurrence is shifted by one, \(e(n+2) = 2\cos\theta\, e(n+1) - e(n) + \eta(n+1)\), so \(\eta(0)\) never enters.

```lean
/-- Error of the auxiliary variable under the undamped update
`e(n+1) = 2 cos θ e(n) - e(n-1) + η(n)` started from `e(0) = e(1) = 0`. -/
def err (θ : ℝ) (η : ℕ → ℝ) : ℕ → ℝ
  | 0 => 0
  | 1 => 0
  | n + 2 => 2 * cos θ * err θ η (n + 1) - err θ η n + η (n + 1)
```

The response at lag \(t\) to a unit kick is \(G(t) = \sin(t\theta)/\sin\theta\).

```lean
/-- The response function `sin(tθ) / sin θ` at lag `t`. -/
def green (θ t : ℝ) : ℝ := sin (t * θ) / sin θ
```

The kicks are random variables \(\eta_j\) on a probability space \((\Omega, \mu)\), square-integrable, with \(E\,\eta_i = 0\) and \(E\,\eta_i\eta_j = \sigma^2\delta_{ij}\) for a real \(\sigma\). These moments are assumed, not derived from any electronic-structure method; independence and a Gaussian law are not required.

```lean
variable {Ω : Type*} [MeasurableSpace Ω] {μ : Measure Ω}

/-- Square-integrable noise with zero mean and second moments `E[η_i η_j] = σ² δ_ij`. -/
structure IsWhiteNoise (μ : Measure Ω) (η : ℕ → Ω → ℝ) (σ : ℝ) : Prop where
  memLp : ∀ i, MemLp (η i) 2 μ
  mean : ∀ i, ∫ ω, η i ω ∂μ = 0
  corr : ∀ i j, ∫ ω, η i ω * η j ω ∂μ = if i = j then σ ^ 2 else 0
```

## Solution by the response function

From \(\sin((t+1)\theta) + \sin((t-1)\theta) = 2\cos\theta\sin(t\theta)\) follows \(G(t+1) = 2\cos\theta\, G(t) - G(t-1)\), and \(G(0) = 0\), \(G(1) = 1\). The claim is
\[ e(n) = \sum_{j<n} G\bigl(n-(j+1)\bigr)\,\eta(j+1). \]
Both sides vanish at \(n = 0, 1\). Inserting the sums for \(e(n+1)\) and \(e(n)\) into the recurrence, the terms \(j < n\) combine to weight \(G(n+2-(j+1))\), which is `hsum`. The new kick \(\eta(n+1)\) has weight \(G(1) = 1\), and the leftover terms carry \(G(0) = 0\). Only \(\sin\theta \neq 0\) is needed.

```lean
/-- For `sin θ ≠ 0` the error is the sum of the noise kicks weighted by the response function
at the elapsed lag. -/
theorem err_eq_sum {θ : ℝ} (hs : sin θ ≠ 0) (η : ℕ → ℝ) (n : ℕ) :
    err θ η n = ∑ j ∈ Finset.range n, green θ ((n : ℝ) - ((j : ℝ) + 1)) * η (j + 1) := by
  -- the response function solves the homogeneous recurrence
  have hrec : ∀ t, green θ (t + 1) = 2 * cos θ * green θ t - green θ (t - 1) := by
    intro t
    unfold green
    rw [add_mul, sub_mul, one_mul, sin_add, sin_sub]
    ring
  have h0 : green θ 0 = 0 := by simp [green]
  have h1 : green θ 1 = 1 := by simp [green, hs]
  induction n using Nat.twoStepInduction with
  | zero => simp [err]
  | one => simp [err, h0]
  | more n ih1 ih2 =>
    have hsum : ∑ j ∈ Finset.range n, green θ ((n : ℝ) + 2 - ((j : ℝ) + 1)) * η (j + 1)
        = 2 * cos θ * ∑ j ∈ Finset.range n, green θ ((n : ℝ) + 1 - ((j : ℝ) + 1)) * η (j + 1)
          - ∑ j ∈ Finset.range n, green θ ((n : ℝ) - ((j : ℝ) + 1)) * η (j + 1) := by
      rw [Finset.mul_sum, ← Finset.sum_sub_distrib]
      refine Finset.sum_congr rfl fun j _ => ?_
      have e1 : (n : ℝ) + 2 - ((j : ℝ) + 1) = (n : ℝ) + 1 - ((j : ℝ) + 1) + 1 := by ring
      have e2 : (n : ℝ) + 1 - ((j : ℝ) + 1) - 1 = (n : ℝ) - ((j : ℝ) + 1) := by ring
      rw [e1, hrec ((n : ℝ) + 1 - ((j : ℝ) + 1)), e2]
      ring
    have a : (n : ℝ) + 2 - ((n : ℝ) + 1) = 1 := by ring
    have b : (n : ℝ) + 2 - ((n : ℝ) + 1 + 1) = 0 := by ring
    have c : (n : ℝ) + 1 - ((n : ℝ) + 1) = 0 := by ring
    rw [err, ih2, ih1]
    simp only [Finset.sum_range_succ]
    push_cast
    rw [hsum]
    simp only [a, b, c, h0, h1]
    ring
```

## Variance

For real \(a_j\) and a finite index set \(s\), linearity gives \(E\sum_{j\in s} a_j\eta_j = 0\) (`hm`). The variance is then the mean square, and expanding the square (`hsq`) gives
\[ E\Bigl(\sum_{j \in s} a_j\eta_j\Bigr)^2 = \sum_{i,j \in s} a_i a_j\,\sigma^2\delta_{ij} = \sigma^2\sum_{j \in s} a_j^2 . \]
Square integrability makes each product \(\eta_i\eta_j\) integrable (`hij`), which allows sum and integral to be exchanged.

```lean
/-- A finite linear combination `∑ a_j η_j` of the noise has mean zero and variance
`σ² ∑ a_j²`. -/
theorem combination_moments [IsProbabilityMeasure μ] {η : ℕ → Ω → ℝ} {σ : ℝ}
    (h : IsWhiteNoise μ η σ) (a : ℕ → ℝ) (s : Finset ℕ) :
    ∫ ω, ∑ j ∈ s, a j * η j ω ∂μ = 0 ∧
      Var[fun ω => ∑ j ∈ s, a j * η j ω; μ] = σ ^ 2 * ∑ j ∈ s, a j ^ 2 := by
  have hi : ∀ j, Integrable (fun ω => a j * η j ω) μ := fun j =>
    ((h.memLp j).integrable one_le_two).const_mul (a j)
  have hij : ∀ i j, Integrable (fun ω => (a i * a j) * (η i ω * η j ω)) μ := fun i j =>
    ((h.memLp i).integrable_mul (h.memLp j)).const_mul (a i * a j)
  have hint : Integrable (fun ω => ∑ j ∈ s, a j * η j ω) μ :=
    integrable_finsetSum s fun j _ => hi j
  have hm : ∫ ω, ∑ j ∈ s, a j * η j ω ∂μ = 0 := by
    rw [integral_finsetSum s fun j _ => hi j]
    simp [integral_const_mul, h.mean]
  refine ⟨hm, ?_⟩
  have hsq : ∀ ω, (∑ j ∈ s, a j * η j ω) ^ 2
      = ∑ i ∈ s, ∑ j ∈ s, (a i * a j) * (η i ω * η j ω) := by
    intro ω
    rw [sq, Finset.sum_mul_sum]
    exact Finset.sum_congr rfl fun i _ => Finset.sum_congr rfl fun j _ => by ring
  rw [variance_eq_integral hint.aemeasurable]
  simp only [hm, sub_zero, hsq]
  rw [integral_finsetSum s fun i _ => integrable_finsetSum s fun j _ => hij i j,
    Finset.mul_sum]
  refine Finset.sum_congr rfl fun i hi => ?_
  -- the cross terms vanish
  rw [integral_finsetSum s fun j _ => hij i j]
  simp only [integral_const_mul, h.corr, mul_ite, mul_zero, Finset.sum_ite_eq, hi, if_true]
  ring
```

The shifted noise \(\eta_{j+1}\) has the same moments (`h'`). Taking \(a_j = G(n-(j+1))\) and relabelling by the lag \(k = n-1-j\), done by `Finset.sum_range_reflect`, gives for \(\theta \in (0,\pi)\) and every \(n\)
\[ E\,e(n) = 0, \qquad \operatorname{Var} e(n) = \sigma^2\sum_{k<n}\frac{\sin^2(k\theta)}{\sin^2\theta}. \]
Here `fun ω => err θ (fun j => η j ω) n` runs the recurrence on one realisation \(\omega\) of the noise, and `Var` is taken over realisations at fixed \(n\).

```lean
/-- For `θ ∈ (0, π)` the error has mean zero and variance `σ² ∑_{k<n} sin²(kθ) / sin²θ`. -/
theorem err_moments [IsProbabilityMeasure μ] {η : ℕ → Ω → ℝ} {σ θ : ℝ}
    (h : IsWhiteNoise μ η σ) (hθ : θ ∈ Set.Ioo 0 π) (n : ℕ) :
    ∫ ω, err θ (fun j => η j ω) n ∂μ = 0 ∧
      Var[fun ω => err θ (fun j => η j ω) n; μ]
        = σ ^ 2 * ∑ k ∈ Finset.range n, sin (k * θ) ^ 2 / sin θ ^ 2 := by
  have hs : sin θ ≠ 0 := (sin_pos_of_pos_of_lt_pi hθ.1 hθ.2).ne'
  have h' : IsWhiteNoise μ (fun j => η (j + 1)) σ :=
    ⟨fun i => h.memLp _, fun i => h.mean _, fun i j => by simpa using h.corr (i + 1) (j + 1)⟩
  obtain ⟨hm, hv⟩ := combination_moments h'
    (fun j => green θ ((n : ℝ) - ((j : ℝ) + 1))) (Finset.range n)
  simp only [err_eq_sum hs]
  refine ⟨hm, hv.trans ?_⟩
  congr 1
  -- relabel the kicks by their lag
  rw [← Finset.sum_range_reflect (fun k : ℕ => sin (k * θ) ^ 2 / sin θ ^ 2) n]
  refine Finset.sum_congr rfl fun j hj => ?_
  have hj' : j < n := Finset.mem_range.mp hj
  have hc : ((n - 1 - j : ℕ) : ℝ) = (n : ℝ) - ((j : ℝ) + 1) := by
    rw [Nat.sub_sub, Nat.cast_sub (by omega)]
    push_cast
    ring
  simp only [hc, green, div_pow]
```

The formula gives \(0\) at \(n = 0, 1\), gives \(\sigma^2\) at \(n = 2\), where \(e(2) = \eta(1)\), and gives \(\sigma^2(1 + 4\cos^2\theta)\) at \(n = 3\), where \(e(3) = 2\cos\theta\,\eta(1) + \eta(2)\).

## Growth rate

For every real \(\theta\),
\[ 4\sin\theta\sum_{k<n}\sin^2(k\theta) = (2n-1)\sin\theta - \sin((2n-1)\theta). \]
At \(n = 0\) both sides are zero. Passing from \(n\) to \(n+1\), the right side gains \(2\sin\theta\) and loses
\[ \sin((2n+1)\theta) - \sin((2n-1)\theta) = 2\sin\theta\cos(2n\theta) = 2\sin\theta\,\bigl(1 - 2\sin^2(n\theta)\bigr), \]
which is `h`. The net gain \(4\sin\theta\sin^2(n\theta)\) equals that of the left side.

```lean
/-- Closed form `4 sin θ ∑_{k<n} sin²(kθ) = (2n-1) sin θ - sin((2n-1)θ)`. -/
theorem sum_sin_sq (θ : ℝ) (n : ℕ) :
    4 * sin θ * ∑ k ∈ Finset.range n, sin (k * θ) ^ 2
      = (2 * (n : ℝ) - 1) * sin θ - sin ((2 * (n : ℝ) - 1) * θ) := by
  induction n with
  | zero => simp
  | succ n ih =>
    have h : sin ((2 * ((n : ℝ) + 1) - 1) * θ) - sin ((2 * (n : ℝ) - 1) * θ)
        = 2 * sin θ * (1 - 2 * sin (n * θ) ^ 2) := by
      have e1 : (2 * ((n : ℝ) + 1) - 1) * θ = 2 * (n * θ) + θ := by ring
      have e2 : (2 * (n : ℝ) - 1) * θ = 2 * (n * θ) - θ := by ring
      rw [e1, e2, sin_add, sin_sub, cos_two_mul, cos_sq']
      ring
    rw [Finset.sum_range_succ]
    push_cast
    linear_combination ih + h
```

Dividing by \(4\sin^3\theta\), multiplying by \(\sigma^2/n\), for \(n \geq 1\),
\[ \frac{\operatorname{Var} e(n)}{n} = \frac{\sigma^2}{2\sin^2\theta} - \frac{\sigma^2}{4\sin^3\theta}\,\frac{\sin((2n-1)\theta) + \sin\theta}{n}. \]
The last numerator lies in \([-2, 2]\), so the fraction tends to zero (`hb`) and \(\operatorname{Var} e(n)/n \to \sigma^2/(2\sin^2\theta)\). The step `filter_upwards` restricts the identity to \(n > 0\), which is enough for a limit.

```lean
/-- For `θ ∈ (0, π)` the variance per step tends to `σ² / (2 sin²θ)`. -/
theorem variance_div_tendsto [IsProbabilityMeasure μ] {η : ℕ → Ω → ℝ} {σ θ : ℝ}
    (h : IsWhiteNoise μ η σ) (hθ : θ ∈ Set.Ioo 0 π) :
    Tendsto (fun n : ℕ => Var[fun ω => err θ (fun j => η j ω) n; μ] / n) atTop
      (𝓝 (σ ^ 2 / (2 * sin θ ^ 2))) := by
  have hs : sin θ ≠ 0 := (sin_pos_of_pos_of_lt_pi hθ.1 hθ.2).ne'
  -- the oscillating remainder is bounded, so it drops out after division by n
  have hb : Tendsto (fun n : ℕ => (sin ((2 * (n : ℝ) - 1) * θ) + sin θ) / (n : ℝ)) atTop
      (𝓝 0) :=
    tendsto_bdd_div_atTop_nhds_zero (b := -2) (B := 2)
      (Eventually.of_forall fun n => by
        linarith [neg_one_le_sin ((2 * (n : ℝ) - 1) * θ), neg_one_le_sin θ])
      (Eventually.of_forall fun n => by
        linarith [sin_le_one ((2 * (n : ℝ) - 1) * θ), sin_le_one θ])
      tendsto_natCast_atTop_atTop
  have hl := (hb.const_mul (σ ^ 2 / (4 * sin θ ^ 3))).const_sub (σ ^ 2 / (2 * sin θ ^ 2))
  rw [mul_zero, sub_zero] at hl
  refine hl.congr' ?_
  filter_upwards [eventually_gt_atTop 0] with n hn
  have hn' : (n : ℝ) ≠ 0 := by exact_mod_cast hn.ne'
  have hS : ∑ k ∈ Finset.range n, sin (k * θ) ^ 2
      = ((2 * (n : ℝ) - 1) * sin θ - sin ((2 * (n : ℝ) - 1) * θ)) / (4 * sin θ) := by
    rw [eq_div_iff (mul_ne_zero four_ne_zero hs)]
    linear_combination sum_sin_sq θ n
  rw [(err_moments h hθ n).2, ← Finset.sum_div, hS]
  generalize sin ((2 * (n : ℝ) - 1) * θ) = r
  field_simp
  ring
```

The square root is continuous, and for \(\sigma \geq 0\) and \(\sin\theta > 0\) the root of the limit simplifies:
\[ \frac{\sqrt{\operatorname{Var} e(n)}}{\sqrt{n}} \to \frac{\sigma}{\sqrt{2}\,\sin\theta}. \]
Amplitude here means the standard deviation over the noise ensemble; the size of an individual trajectory is not addressed.

```lean
/-- For `θ ∈ (0, π)` and `σ ≥ 0` the standard deviation of the error divided by `√n` tends
to `σ / (√2 sin θ)`. -/
theorem amplitude_div_sqrt_tendsto [IsProbabilityMeasure μ] {η : ℕ → Ω → ℝ} {σ θ : ℝ}
    (h : IsWhiteNoise μ η σ) (hσ : 0 ≤ σ) (hθ : θ ∈ Set.Ioo 0 π) :
    Tendsto (fun n : ℕ => √(Var[fun ω => err θ (fun j => η j ω) n; μ]) / √(n : ℝ)) atTop
      (𝓝 (σ / (√2 * sin θ))) := by
  have hs : 0 < sin θ := sin_pos_of_pos_of_lt_pi hθ.1 hθ.2
  have hl := (variance_div_tendsto h hθ).sqrt
  rw [Real.sqrt_div (sq_nonneg σ), Real.sqrt_sq hσ, Real.sqrt_mul zero_le_two,
    Real.sqrt_sq hs.le] at hl
  exact hl.congr fun n => Real.sqrt_div' _ (Nat.cast_nonneg n)
```

At fixed \(\sigma > 0\) the prefactor is smallest at \(\theta = \pi/2\) and diverges towards both ends of the interval; since \(\eta = \kappa\xi\), changing \(\theta\) through \(\kappa\) also rescales \(\sigma\). At the excluded value \(\theta = 0\) the response becomes \(G(t) = t\) and one expects a variance of order \(\sigma^2 n^3/3\), an estimate that no theorem here covers.

## An example of the noise

Let \(\Omega\) be the space of real sequences with the product of centred Gaussians of variance \(\sigma^2\), \(\sigma \geq 0\), and let \(\eta_j(\omega) = \omega_j\). Each coordinate is Gaussian, so `hint` reduces its integrals to one dimension, giving mean \(0\) and second moment \(\sigma^2\). Distinct coordinates are independent (`hind`), so \(E\,\eta_i\eta_j = E\,\eta_i\, E\,\eta_j = 0\) for \(i \neq j\).

```lean
/-- The coordinates of an infinite product of centred Gaussians of variance `σ²` satisfy the
noise conditions. -/
theorem isWhiteNoise_witness (σ : ℝ≥0) :
    IsWhiteNoise (Measure.infinitePi fun _ : ℕ => gaussianReal 0 (σ ^ 2))
      (fun j ω => ω j) (σ : ℝ) := by
  have hp := fun n : ℕ =>
    measurePreserving_eval_infinitePi (fun _ : ℕ => gaussianReal 0 (σ ^ 2)) n
  have hint : ∀ (f : ℝ → ℝ), Continuous f → ∀ n : ℕ,
      ∫ ω, f (ω n) ∂(Measure.infinitePi fun _ : ℕ => gaussianReal 0 (σ ^ 2))
        = ∫ x, f x ∂(gaussianReal 0 (σ ^ 2)) := by
    intro f hf n
    have := integral_map (f := f) (hp n).aemeasurable hf.aestronglyMeasurable
    rw [(hp n).map_eq] at this
    exact this.symm
  have hm : ∀ n : ℕ,
      ∫ ω, ω n ∂(Measure.infinitePi fun _ : ℕ => gaussianReal 0 (σ ^ 2)) = 0 := fun n =>
    (hint (fun x => x) continuous_id n).trans integral_id_gaussianReal
  refine ⟨fun i => (memLp_id_gaussianReal 2).comp_measurePreserving (hp i), hm, fun i j => ?_⟩
  split_ifs with hij
  · subst hij
    have hv := variance_id_gaussianReal (μ := 0) (v := σ ^ 2)
    rw [variance_eq_integral aemeasurable_id] at hv
    refine (hint (fun x => x * x) (by fun_prop) i).trans ?_
    simpa [integral_id_gaussianReal, sq] using hv
  · have hind : iIndepFun (fun (i : ℕ) (ω : ℕ → ℝ) => ω i)
        (Measure.infinitePi fun _ : ℕ => gaussianReal 0 (σ ^ 2)) :=
      iIndepFun_infinitePi (X := fun _ x => x) fun _ => measurable_id
    rw [(hind.indepFun hij).integral_fun_mul_eq_mul_integral
      (measurable_pi_apply i).aestronglyMeasurable
      (measurable_pi_apply j).aestronglyMeasurable, hm, zero_mul]

end

end XLBOMDNoise
```

```lean
#print axioms XLBOMDNoise.combination_moments
-- 'XLBOMDNoise.combination_moments' depends on axioms: [propext, Classical.choice, Quot.sound]
#print axioms XLBOMDNoise.amplitude_div_sqrt_tendsto
-- 'XLBOMDNoise.amplitude_div_sqrt_tendsto' depends on axioms: [propext, Classical.choice, Quot.sound]
```
